# Frozen-core reduction of the Hamiltonian between core-filled states

Before a frozen-core auxiliary-field Monte Carlo run, the integrals over core orbitals are folded into one constant and a correction to the active one-body integrals. For pair-symmetric two-electron integrals, $(pq,rs)=(rs,pq)$, in a finite-dimensional model, this folding leaves every matrix element of the Hamiltonian between two states with a filled core unchanged.

```lean
import Mathlib

open Matrix
open Sum (inl inr)

namespace FrozenCore

noncomputable section

variable {n C A : Type*} [Fintype n] [DecidableEq n] [Fintype C] [DecidableEq C]
  [Fintype A] [DecidableEq A]

/-- Canonical anticommutation relations for a family of annihilation matrices. -/
structure IsCAR {ι : Type*} [DecidableEq ι] (a : ι → Matrix n n ℂ) : Prop where
  anti : ∀ p q, a p * a q + a q * a p = 0
  mixed : ∀ p q, a p * (a q)ᴴ + (a q)ᴴ * a p = if p = q then 1 else 0

/-- Every core orbital is occupied: each core creation operator annihilates the state. -/
def CoreFilled (a : C ⊕ A → Matrix n n ℂ) (Ψ : n → ℂ) : Prop :=
  ∀ c, (a (inl c))ᴴ *ᵥ Ψ = 0

/-- The matrix element `⟨Φ, M Ψ⟩`, as a linear function of the operator `M`. -/
def matrixElement (Φ Ψ : n → ℂ) : Matrix n n ℂ →ₗ[ℂ] ℂ where
  toFun M := star Φ ⬝ᵥ (M *ᵥ Ψ)
  map_add' M N := by rw [Matrix.add_mulVec, dotProduct_add]
  map_smul' z M := by rw [Matrix.smul_mulVec, dotProduct_smul]; rfl

/-- One-body transition density matrix `⟨Φ, a_p† a_q Ψ⟩`. -/
def rdm1 {ι : Type*} (a : ι → Matrix n n ℂ) (Φ Ψ : n → ℂ) (p q : ι) : ℂ :=
  matrixElement Φ Ψ ((a p)ᴴ * a q)

/-- Two-body transition density matrix `⟨Φ, a_p† a_r† a_s a_q Ψ⟩`. -/
def rdm2 {ι : Type*} (a : ι → Matrix n n ℂ) (Φ Ψ : n → ℂ) (p q r s : ι) : ℂ :=
  matrixElement Φ Ψ ((a p)ᴴ * (a r)ᴴ * a s * a q)

/-- Two-electron integrals, with `g p q r s` standing for `(pq,rs)`. -/
abbrev Integrals (ι : Type*) := ι → ι → ι → ι → ℂ

/-- The Hamiltonian `∑ h_pq a_p† a_q + (1/2) ∑ (pq,rs) a_p† a_r† a_s a_q`. -/
def hamiltonian {ι : Type*} [Fintype ι] (a : ι → Matrix n n ℂ) (h : ι → ι → ℂ)
    (g : Integrals ι) : Matrix n n ℂ :=
  ∑ p, ∑ q, h p q • ((a p)ᴴ * a q) +
    (1 / 2 : ℂ) • ∑ p, ∑ r, ∑ q, ∑ s, g p q r s • ((a p)ᴴ * (a r)ᴴ * a s * a q)

/-- Direct minus exchange potential of the core, `∑_c [(pq,cc) - (pc,cq)]`. -/
def corePotential (g : Integrals (C ⊕ A)) (p q : C ⊕ A) : ℂ :=
  ∑ c, (g p q (inl c) (inl c) - g p (inl c) (inl c) q)

/-- Core energy `∑ h_cc + (1/2) ∑ [(cc,dd) - (cd,dc)]`. -/
def coreEnergy (h : C ⊕ A → C ⊕ A → ℂ) (g : Integrals (C ⊕ A)) : ℂ :=
  ∑ c, h (inl c) (inl c) + 1 / 2 * ∑ c, corePotential g (inl c) (inl c)

/-- The Hamiltonian of the active orbitals, with the core potential added to `h`. -/
def activeHamiltonian (a : C ⊕ A → Matrix n n ℂ) (h : C ⊕ A → C ⊕ A → ℂ)
    (g : Integrals (C ⊕ A)) : Matrix n n ℂ :=
  hamiltonian (fun p : A => a (inr p))
    (fun p q => h (inr p) (inr q) + corePotential g (inr p) (inr q))
    (fun p q r s => g (inr p) (inr q) (inr r) (inr s))

variable {a : C ⊕ A → Matrix n n ℂ} {Φ Ψ : n → ℂ}

omit [DecidableEq n] [Fintype C] [DecidableEq C] [Fintype A] [DecidableEq A] in
/-- In a core-filled state, a core creator acting first on the ket, or a core annihilator
acting last before the bra, gives a vanishing matrix element. -/
theorem matrixElement_core (hΨ : CoreFilled a Ψ) (Φ : n → ℂ) (c : C) (X : Matrix n n ℂ) :
    matrixElement Φ Ψ (X * (a (inl c))ᴴ) = 0 ∧ matrixElement Ψ Φ (a (inl c) * X) = 0 := by
  constructor
  · change star Φ ⬝ᵥ ((X * (a (inl c))ᴴ) *ᵥ Ψ) = 0
    rw [← Matrix.mulVec_mulVec, hΨ c, Matrix.mulVec_zero, dotProduct_zero]
  · have e := Matrix.star_mulVec (a (inl c))ᴴ Ψ
    rw [hΨ c, conjTranspose_conjTranspose, star_zero] at e
    change star Ψ ⬝ᵥ ((a (inl c) * X) *ᵥ Φ) = 0
    rw [← Matrix.mulVec_mulVec, Matrix.dotProduct_mulVec, ← e, zero_dotProduct]

omit [Fintype C] [Fintype A] in
/-- A core row of the one-body density matrix is diagonal, with the overlap as its entry. -/
theorem rdm1_core (ca : IsCAR a) (hΨ : CoreFilled a Ψ) (c : C) (q : C ⊕ A) :
    rdm1 a Φ Ψ (inl c) q = if q = inl c then star Φ ⬝ᵥ Ψ else 0 := by
  have e : (a (inl c))ᴴ * a q = (if q = inl c then 1 else 0) - a q * (a (inl c))ᴴ := by
    rw [← ca.mixed q (inl c)]; abel
  rw [rdm1, e, map_sub, (matrixElement_core hΨ Φ c _).1]
  split_ifs <;> simp [matrixElement]

omit [Fintype C] [Fintype A] in
/-- A core electron in the two-body density matrix contracts into a direct term minus an
exchange term. -/
theorem rdm2_core (ca : IsCAR a) (hΨ : CoreFilled a Ψ) (c : C) (q r s : C ⊕ A) :
    rdm2 a Φ Ψ (inl c) q r s =
      (if q = inl c then rdm1 a Φ Ψ r s else 0) - (if s = inl c then rdm1 a Φ Ψ r q else 0) := by
  -- move the core creator to the right
  have move : ∀ {x y z w D E : Matrix n n ℂ}, x * y + y * x = 0 → z * x + x * z = D →
      w * x + x * w = E → x * y * z * w = y * z * E - y * D * w - y * z * w * x := by
    intro x y z w D E h1 h2 h3
    rw [eq_neg_of_add_eq_zero_left h1, ← h2, ← h3]
    noncomm_ring
  have hd : (a (inl c))ᴴ * (a r)ᴴ + (a r)ᴴ * (a (inl c))ᴴ = 0 := by
    simpa only [conjTranspose_add, conjTranspose_mul, conjTranspose_zero] using
      congrArg conjTranspose (ca.anti r (inl c))
  rw [rdm2, move hd (ca.mixed s (inl c)) (ca.mixed q (inl c)), map_sub, map_sub,
    (matrixElement_core hΨ Φ c _).1]
  split_ifs <;> simp [rdm1]

omit [Fintype C] [Fintype A] in
/-- The two-body density matrix is unchanged when the two electrons are exchanged. -/
theorem rdm2_swap (ca : IsCAR a) (p q r s : C ⊕ A) :
    rdm2 a Φ Ψ p q r s = rdm2 a Φ Ψ r s p q := by
  have h1 : (a p)ᴴ * (a r)ᴴ + (a r)ᴴ * (a p)ᴴ = 0 := by
    simpa only [conjTranspose_add, conjTranspose_mul, conjTranspose_zero] using
      congrArg conjTranspose (ca.anti r p)
  rw [rdm2, rdm2, mul_assoc ((a p)ᴴ * (a r)ᴴ), eq_neg_of_add_eq_zero_left h1,
    eq_neg_of_add_eq_zero_left (ca.anti s q), neg_mul_neg, ← mul_assoc]

omit [Fintype C] [Fintype A] in
/-- For a core-filled bra and active creators, density-matrix elements whose rightmost annihilator
is a core one vanish. -/
theorem rdm_active_core (ca : IsCAR a) (hΦ : CoreFilled a Φ) (p : A) (c : C) :
    rdm1 a Φ Ψ (inr p) (inl c) = 0 ∧
      ∀ (r : A) (s : C ⊕ A), rdm2 a Φ Ψ (inr p) (inl c) (inr r) s = 0 := by
  have m : ∀ r : A, (a (inr r))ᴴ * a (inl c) = -(a (inl c) * (a (inr r))ᴴ) := fun r =>
    eq_neg_of_add_eq_zero_right ((ca.mixed (inl c) (inr r)).trans (if_neg (by simp)))
  refine ⟨by rw [rdm1, m, map_neg, (matrixElement_core hΦ Ψ c _).2, neg_zero], fun r s => ?_⟩
  -- move the core annihilator to the left
  have e : (a (inr p))ᴴ * (a (inr r))ᴴ * a s * a (inl c) =
      -(a (inl c) * ((a (inr p))ᴴ * (a (inr r))ᴴ * a s)) := by
    rw [mul_assoc _ (a s), eq_neg_of_add_eq_zero_left (ca.anti s (inl c)), mul_neg,
      ← mul_assoc, mul_assoc _ _ (a (inl c)), m r, mul_neg, ← mul_assoc, m p]
    noncomm_ring
  rw [rdm2, e, map_neg, (matrixElement_core hΦ Ψ c _).2, neg_zero]

/-- A one-body matrix element splits into a core trace times the overlap and an active part. -/
theorem sum_rdm1 (ca : IsCAR a) (hΦ : CoreFilled a Φ) (hΨ : CoreFilled a Ψ)
    (k : C ⊕ A → C ⊕ A → ℂ) :
    ∑ p, ∑ q, k p q * rdm1 a Φ Ψ p q = (∑ c, k (inl c) (inl c)) * (star Φ ⬝ᵥ Ψ) +
      ∑ p : A, ∑ q : A, k (inr p) (inr q) * rdm1 a Φ Ψ (inr p) (inr q) := by
  have h0 := fun p c => (rdm_active_core (Ψ := Ψ) ca hΦ p c).1
  simp [Fintype.sum_sum_type, rdm1_core ca hΨ, h0, Finset.sum_mul]

/-- The two-body sum splits into core-core, core-active and active-active contributions. -/
theorem sum_rdm2 (ca : IsCAR a) (hΦ : CoreFilled a Φ) (hΨ : CoreFilled a Ψ)
    (g : Integrals (C ⊕ A)) (hg : ∀ p q r s, g p q r s = g r s p q) :
    ∑ p, ∑ r, ∑ q, ∑ s, g p q r s * rdm2 a Φ Ψ p q r s =
      (∑ c, corePotential g (inl c) (inl c)) * (star Φ ⬝ᵥ Ψ) +
      2 * ∑ p : A, ∑ q : A, corePotential g (inr p) (inr q) * rdm1 a Φ Ψ (inr p) (inr q) +
      ∑ p : A, ∑ r : A, ∑ q : A, ∑ s : A, g (inr p) (inr q) (inr r) (inr s) *
        rdm2 a Φ Ψ (inr p) (inr q) (inr r) (inr s) := by
  -- contract the first electron, then by symmetry the second, with a core orbital
  have K : ∀ c r, ∑ q, ∑ s, g (inl c) q r s * rdm2 a Φ Ψ (inl c) q r s =
      ∑ s, (g r s (inl c) (inl c) - g r (inl c) (inl c) s) * rdm1 a Φ Ψ r s := by
    intro c r
    simp only [rdm2_core ca hΨ, mul_sub, sub_mul, Finset.sum_sub_distrib]
    congr 1
    · rw [Finset.sum_comm]
      simp only [mul_ite, mul_zero, Finset.sum_ite_eq', Finset.mem_univ, if_true]
      exact Finset.sum_congr rfl fun s _ => by rw [hg (inl c) (inl c) r s]
    · simp only [mul_ite, mul_zero, Finset.sum_ite_eq', Finset.mem_univ, if_true]
      exact Finset.sum_congr rfl fun s _ => by rw [hg (inl c) s r (inl c)]
  have K' : ∀ p c, ∑ q, ∑ s, g p q (inl c) s * rdm2 a Φ Ψ p q (inl c) s =
      ∑ s, (g p s (inl c) (inl c) - g p (inl c) (inl c) s) * rdm1 a Φ Ψ p s := by
    intro p c
    rw [← K c p, Finset.sum_comm]
    exact Finset.sum_congr rfl fun s _ => Finset.sum_congr rfl fun q _ => by
      rw [hg p q (inl c) s, rdm2_swap ca p q (inl c) s]
  have V : ∀ p, ∑ c, ∑ s, (g p s (inl c) (inl c) - g p (inl c) (inl c) s) * rdm1 a Φ Ψ p s =
      ∑ s, corePotential g p s * rdm1 a Φ Ψ p s := by
    intro p
    rw [Finset.sum_comm]
    simp only [corePotential, Finset.sum_mul]
  have e1 : ∑ c, ∑ r, ∑ q, ∑ s, g (inl c) q r s * rdm2 a Φ Ψ (inl c) q r s =
      ∑ r, ∑ s, corePotential g r s * rdm1 a Φ Ψ r s := by
    simp only [K]
    rw [Finset.sum_comm]
    simp only [V]
  have e2 : ∀ p : A, ∑ r, ∑ q, ∑ s, g (inr p) q r s * rdm2 a Φ Ψ (inr p) q r s =
      ∑ q : A, corePotential g (inr p) (inr q) * rdm1 a Φ Ψ (inr p) (inr q) +
      ∑ r : A, ∑ q : A, ∑ s : A, g (inr p) (inr q) (inr r) (inr s) *
        rdm2 a Φ Ψ (inr p) (inr q) (inr r) (inr s) := by
    intro p
    have z1 := fun c => (rdm_active_core (Ψ := Ψ) ca hΦ p c).1
    have z2 := fun c => (rdm_active_core (Ψ := Ψ) ca hΦ p c).2
    have z3 : ∀ (q : C ⊕ A) (r : A) (c : C), rdm2 a Φ Ψ (inr p) q (inr r) (inl c) = 0 :=
      fun q r c => (rdm2_swap ca _ _ _ _).trans ((rdm_active_core ca hΦ r c).2 p q)
    rw [Fintype.sum_sum_type]
    simp only [K', V]
    simp only [Fintype.sum_sum_type, z1, z2, z3, mul_zero, Finset.sum_const_zero, zero_add]
  rw [Fintype.sum_sum_type, e1, sum_rdm1 ca hΦ hΨ (corePotential g)]
  simp only [e2, Finset.sum_add_distrib]
  ring

/-- Frozen-core reduction for pair-symmetric integrals: between any two core-filled states the full
Hamiltonian has the matrix elements of the core energy plus the active Hamiltonian. -/
theorem frozen_core (ca : IsCAR a) (hΦ : CoreFilled a Φ) (hΨ : CoreFilled a Ψ)
    (h : C ⊕ A → C ⊕ A → ℂ) (g : Integrals (C ⊕ A)) (hg : ∀ p q r s, g p q r s = g r s p q) :
    matrixElement Φ Ψ (hamiltonian a h g) =
      coreEnergy h g * (star Φ ⬝ᵥ Ψ) + matrixElement Φ Ψ (activeHamiltonian a h g) := by
  -- write both sides through density matrices
  have expand : ∀ {ι : Type _} [Fintype ι] (b : ι → Matrix n n ℂ) (k : ι → ι → ℂ)
      (w : Integrals ι), matrixElement Φ Ψ (hamiltonian b k w) =
        ∑ p, ∑ q, k p q * rdm1 b Φ Ψ p q +
        1 / 2 * ∑ p, ∑ r, ∑ q, ∑ s, w p q r s * rdm2 b Φ Ψ p q r s := by
    intro ι _ b k w
    simp only [hamiltonian, rdm1, rdm2, map_add, map_sum, map_smul, smul_eq_mul]
  have act : matrixElement Φ Ψ (activeHamiltonian a h g) =
      ∑ p : A, ∑ q : A, (h (inr p) (inr q) + corePotential g (inr p) (inr q)) *
        rdm1 a Φ Ψ (inr p) (inr q) +
      1 / 2 * ∑ p : A, ∑ r : A, ∑ q : A, ∑ s : A, g (inr p) (inr q) (inr r) (inr s) *
        rdm2 a Φ Ψ (inr p) (inr q) (inr r) (inr s) := by
    simp only [activeHamiltonian, hamiltonian, rdm1, rdm2, map_add, map_sum, map_smul,
      smul_eq_mul]
  rw [expand a h g, act, sum_rdm1 ca hΦ hΨ h, sum_rdm2 ca hΦ hΨ g hg]
  simp only [coreEnergy, add_mul, Finset.sum_add_distrib]
  ring

/-- Two-electron integrals `(pq,rs) = ∑_γ L^γ_pq L^γ_rs` built from Cholesky vectors. -/
def choleskyIntegrals {G ι : Type*} [Fintype G] (L : G → ι → ι → ℂ) : Integrals ι :=
  fun p q r s => ∑ γ, L γ p q * L γ r s

omit [DecidableEq C] [Fintype A] [DecidableEq A] in
/-- For Cholesky integrals the core potential is a sum over Cholesky vectors of a core trace
term minus a core exchange product. -/
theorem corePotential_cholesky {G : Type*} [Fintype G] (L : G → C ⊕ A → C ⊕ A → ℂ)
    (p q : C ⊕ A) : corePotential (choleskyIntegrals L) p q =
      ∑ γ, (L γ p q * ∑ c, L γ (inl c) (inl c) - ∑ c, L γ p (inl c) * L γ (inl c) q) := by
  simp only [corePotential, choleskyIntegrals, Finset.sum_sub_distrib, Finset.mul_sum]
  congr 1 <;> exact Finset.sum_comm

/-- Annihilation matrices of one core and one active orbital on the four occupation states. -/
def twoOrbitals : Unit ⊕ Unit → Matrix (Fin 4) (Fin 4) ℂ :=
  Sum.elim (fun _ => !![0, 0, 1, 0; 0, 0, 0, 1; 0, 0, 0, 0; 0, 0, 0, 0])
    (fun _ => !![0, 1, 0, 0; 0, 0, 0, 0; 0, 0, 0, -1; 0, 0, 0, 0])

/-- The two-orbital matrices obey the anticommutation relations, the vectors `(0, 0, x, y)` are
core-filled, and integrals built from one Cholesky vector on two orbitals are pair-symmetric. -/
theorem frozen_core_witness :
    IsCAR twoOrbitals ∧ (∀ x y : ℂ, CoreFilled twoOrbitals ![0, 0, x, y]) ∧
    ∀ (L : Unit → Unit ⊕ Unit → Unit ⊕ Unit → ℂ) (p q r s : Unit ⊕ Unit),
      choleskyIntegrals L p q r s = choleskyIntegrals L r s p q := by
  refine ⟨⟨?_, ?_⟩, ?_, fun L p q r s => Finset.sum_congr rfl fun _ _ => mul_comm _ _⟩
  · rintro (⟨⟩ | ⟨⟩) (⟨⟩ | ⟨⟩) <;> ext i j <;> fin_cases i <;> fin_cases j <;>
      simp [twoOrbitals]
  · rintro (⟨⟩ | ⟨⟩) (⟨⟩ | ⟨⟩) <;> ext i j <;> fin_cases i <;> fin_cases j <;>
      simp [twoOrbitals, Matrix.mul_apply, Matrix.vecMul, dotProduct, Fin.sum_univ_four]
  · intro x y c
    ext i
    fin_cases i <;> simp [twoOrbitals, Matrix.mulVec, dotProduct, Fin.sum_univ_four]

end

end FrozenCore
```

```lean
#print axioms FrozenCore.frozen_core
#print axioms FrozenCore.corePotential_cholesky
```

```
'FrozenCore.frozen_core' depends on axioms: [propext, Classical.choice, Quot.sound]
'FrozenCore.corePotential_cholesky' depends on axioms: [propext, Classical.choice, Quot.sound]
```

## The identity and its terms

Take an orthonormal set of spin orbitals with annihilators $a_p$; let $c,d$ label core orbitals and $p,q,r,s$ general ones. The $h_{pq}$ are one-electron integrals and the $(pq,rs)$ electron-repulsion integrals; the constant nuclear repulsion is left out. The Hamiltonian is

$$H=\sum_{pq}h_{pq}a_p^\dagger a_q+\tfrac12\sum_{pqrs}(pq,rs)\,a_p^\dagger a_r^\dagger a_s a_q .$$

Define the core potential and core energy by

$$V_{pq}=\sum_c[(pq,cc)-(pc,cq)],\qquad E_{\rm core}=\sum_c h_{cc}+\tfrac12\sum_c V_{cc}.$$

The active Hamiltonian $H_{\rm act}$ has the same form as $H$, with sums over active orbitals only and $h_{pq}+V_{pq}$ in place of $h_{pq}$. The theorem `frozen_core` says that if $a_c^\dagger\Phi=a_c^\dagger\Psi=0$ for every core $c$, and $(pq,rs)=(rs,pq)$, then

$$\langle\Phi,H\Psi\rangle=E_{\rm core}\langle\Phi,\Psi\rangle+\langle\Phi,H_{\rm act}\Psi\rangle .$$

Setting $\Phi=\Psi$ gives the expectation value; for a normalised state it is $E_{\rm core}+\langle\Psi,H_{\rm act}\Psi\rangle$. With $\Phi$ a trial state and $\Psi$ a walker of nonzero overlap, dividing by $\langle\Phi,\Psi\rangle$ gives the local energy of that walker, provided both are core-filled; the mixed energy estimator is the weighted average of these local energies over the walkers.

In Lean, states are functions `n → ℂ` on a finite index type, and operators are matrices. The type `C ⊕ A` labels spin orbitals, with `inl` for core and `inr` for active. `IsCAR` states the anticommutation relations, and `CoreFilled` expresses Pauli blocking: no electron can be added to a core orbital. `matrixElement` conjugates the bra, and `g p q r s` means $(pq,rs)$, with $p,q$ belonging to one electron and $r,s$ to the other. The hypothesis `hg` says that the interaction is symmetric under exchange of the two electrons' coordinates, as the Coulomb repulsion is. Neither hermiticity nor normalisation is assumed.

Both Hamiltonians act on the same full space. The theorem takes the filled core as given: it doesn't estimate the error of freezing the core in a correlated state, nor does it say that imaginary-time propagation with $H$ keeps the core filled.

## Contracting the core electrons

Write $S=\langle\Phi,\Psi\rangle$, $\gamma_{pq}=\langle\Phi,a_p^\dagger a_q\Psi\rangle$ and $\Gamma_{pqrs}=\langle\Phi,a_p^\dagger a_r^\dagger a_s a_q\Psi\rangle$; these last two are `rdm1` and `rdm2`. In this section and the next, $\Phi$ and $\Psi$ are both core-filled. Then, for any operator $X$,

$$\langle\Phi,Xa_c^\dagger\Psi\rangle=0,\qquad \langle\Phi,a_cX\Psi\rangle=\langle a_c^\dagger\Phi,X\Psi\rangle=0 .$$

This is `matrixElement_core`. The strategy is to move core creators to the right and core annihilators to the left.

For one body, $a_c^\dagger a_q=\delta_{qc}-a_qa_c^\dagger$ gives $\gamma_{cq}=\delta_{qc}S$ (`rdm1_core`). If $p$ is active, $a_p^\dagger a_c=-a_ca_p^\dagger$ gives $\gamma_{pc}=0$. Hence, for any coefficients $k_{pq}$,

$$\sum_{pq}k_{pq}\gamma_{pq}=S\sum_c k_{cc}+\sum_{p,q\ \rm active}k_{pq}\gamma_{pq},$$

which is `sum_rdm1`.

For two bodies, moving $a_c^\dagger$ through the other three operators gives

$$a_c^\dagger a_r^\dagger a_s a_q=\delta_{qc}\,a_r^\dagger a_s-\delta_{sc}\,a_r^\dagger a_q-a_r^\dagger a_s a_q a_c^\dagger .$$

The last term vanishes on $\Psi$, so $\Gamma_{cqrs}=\delta_{qc}\gamma_{rs}-\delta_{sc}\gamma_{rq}$. In `rdm2_core`, the local statement `move` is this reordering, checked by `noncomm_ring`.

Two further facts are needed. Exchanging both creators and both annihilators produces two minus signs, so $\Gamma_{pqrs}=\Gamma_{rspq}$ (`rdm2_swap`). If $p$ and $r$ are active but $q$ or $s$ is core, the core annihilator can be moved to the far left without leaving a delta, so $\Gamma_{pqrs}=0$. The case of core $q$ is in `rdm_active_core`; the exchange symmetry supplies the other.

## Summing against the integrals

`sum_rdm2` splits the two-body sum by the creator indices $p$ and $r$. For $p=c$ and fixed $r$, the contraction and pair symmetry give

$$\sum_{qs}(cq,rs)\Gamma_{cqrs}=\sum_s[(rs,cc)-(rc,cs)]\gamma_{rs}.$$

This is the step `K`. Summing over $c$ and all $r$ produces $\sum_{rs}V_{rs}\gamma_{rs}$ (`e1`), which the one-body formula turns into $S\sum_cV_{cc}+\sum_{\rm active}V_{pq}\gamma_{pq}$.

For active $p$ and core $r$, exchanging the electrons (`K'`) gives $\sum_{\rm active}V_{pq}\gamma_{pq}$ again. When both are active, only active $q,s$ survive. Altogether,

$$\sum_{pqrs}(pq,rs)\Gamma_{pqrs}=S\sum_cV_{cc}+2\sum_{\rm active}V_{pq}\gamma_{pq}+\sum_{\rm active}(pq,rs)\Gamma_{pqrs}.$$

With the prefactor $\tfrac12$, the core-core term becomes $\tfrac12S\sum_cV_{cc}$, in which each pair of core electrons counts once, and the active electrons feel the full core potential. Adding the one-body sum with $k=h$ proves the identity. In `frozen_core`, `expand` and `act` write the two Hamiltonians through density matrices, and `ring` collects the terms.

## Cholesky vectors and a two-orbital model

For $(pq,rs)=\sum_\gamma L^\gamma_{pq}L^\gamma_{rs}$, where $\gamma$ now labels Cholesky vectors, interchanging finite sums gives `corePotential_cholesky`:

$$V_{pq}=\sum_\gamma\Big[L^\gamma_{pq}\sum_cL^\gamma_{cc}-\sum_cL^\gamma_{pc}L^\gamma_{cq}\Big].$$

The core potential therefore needs no stored four-index array. The factorisation has no complex conjugate on the second factor, as is usual for real orbitals, and the error of truncating it is not treated.

`frozen_core_witness` checks, entry by entry, explicit matrices for one core orbital $c$ and one active orbital $v$. The basis order is empty, $v$ filled, $c$ filled, both filled, so the vectors $(0,0,x,y)$ are core-filled. A physical state of fixed electron number has only one of $x,y$ nonzero. The theorem also confirms the pair symmetry of integrals built from one Cholesky vector on these two orbitals; for several vectors it follows in the same way, term by term.

The same model shows why the bra must be core-filled too. Take $\Phi=(0,1,0,0)$, $\Psi=(0,0,1,0)$, $h_{vc}=h_{cv}=1$ and all other integrals zero. Then $\langle\Phi,H\Psi\rangle=1$, but $\langle\Phi,\Psi\rangle=0$ and $H_{\rm act}=0$, so the right-hand side is zero: the reduced Hamiltonian has lost the excitation out of the core.
